# Weak interlayer hopping gives exactly one surface Green function in a norm ball

Take a crystal that fills a half-space, built from identical layers with coupling only between neighbours. Removing the top layer leaves the same crystal, so the Green function G of the surface layer appears on both sides of its own equation:

G = (A − B G C)⁻¹

Here A = z − H₀ is the inverse Green function of an isolated layer with Hamiltonian H₀ at energy z, and B and C are the hoppings to and from the next layer. When does this equation have a solution, and is there only one?

```lean
import Mathlib

namespace SurfaceGreenFunction

noncomputable section
```

Write F(X) = (A − B X C)⁻¹ for the update, called `surfaceMap` in Lean. `Ring.inverse` returns the inverse wherever one exists.

```lean
/-- The surface Green function update `X ↦ (A - B X C)⁻¹`: a layer with inverse Green function `A`
is coupled by the hoppings `B` and `C` to a system with surface Green function `X`. -/
def surfaceMap {R : Type*} [Ring R] (A B C X : R) : R :=
  Ring.inverse (A - B * X * C)
```

A, B, C and X are elements of a normed ring `R`, for example square matrices with the operator norm. The type `A : Rˣ` says that A has a two-sided inverse, written `↑A⁻¹`. Parts (a), (b) and (d) assume a number s with

‖A⁻¹‖ ≤ s and 4s²‖B‖‖C‖ < 1

For Hermitian H₀ and the operator norm, the smallest such s is one over the distance from z to the spectrum of the isolated layer. The second condition, `hq`, then says that the hopping √(‖B‖‖C‖) is less than half that distance. It is a weak-coupling assumption.

## (a) Size of the self-energy

Let ‖X‖ ≤ 2s. Show that

‖A⁻¹BXC‖ ≤ 1/2

**Solution.** The norm of a product is at most the product of the norms, so

‖A⁻¹BXC‖ ≤ s · ‖B‖ · 2s · ‖C‖ = ½ · 4s²‖B‖‖C‖ ≤ 1/2

The `calc` block follows this chain, and `nlinarith` supplies the last step from `hq`.

```lean
variable {R : Type*} [NormedRing R]

/-- If `‖A⁻¹‖ ≤ s` and `4 s² ‖B‖ ‖C‖ < 1`, then for `X` in the closed ball of radius `2s` the
self-energy `B X C`, multiplied from the left by the Green function `A⁻¹` of the isolated layer, has
norm at most one half. -/
theorem norm_selfEnergy_le {A : Rˣ} {B C X : R} {s : ℝ} (hA : ‖(↑A⁻¹ : R)‖ ≤ s)
    (hq : 4 * s ^ 2 * ‖B‖ * ‖C‖ < 1) (hX : ‖X‖ ≤ 2 * s) :
    ‖(↑A⁻¹ : R) * (B * X * C)‖ ≤ 1 / 2 := by
  have hs : 0 ≤ s := (norm_nonneg _).trans hA
  have h1 : ‖B * X * C‖ ≤ ‖B‖ * ‖X‖ * ‖C‖ :=
    (norm_mul_le _ _).trans (mul_le_mul_of_nonneg_right (norm_mul_le _ _) (norm_nonneg _))
  calc ‖(↑A⁻¹ : R) * (B * X * C)‖ ≤ ‖(↑A⁻¹ : R)‖ * ‖B * X * C‖ := norm_mul_le _ _
    _ ≤ s * (‖B‖ * (2 * s) * ‖C‖) :=
        mul_le_mul hA (h1.trans (by gcongr)) (norm_nonneg _) hs
    _ ≤ 1 / 2 := by nlinarith [hq]
```

## (b) A bound on the coupled layer

Let ‖X‖ ≤ 2s and (A − BXC)Y = 1. Show that

‖Y‖ ≤ 2s

**Solution.** Multiply from the left by A⁻¹ and rearrange to get the Dyson equation

Y = A⁻¹ + A⁻¹BXC Y

By (a), ‖Y‖ ≤ s + ½‖Y‖, hence ‖Y‖ ≤ 2s. In Lean the Dyson equation is `hD`, and `linarith` solves the final inequality for ‖Y‖.

```lean
/-- If `‖A⁻¹‖ ≤ s` and `4 s² ‖B‖ ‖C‖ < 1`, then a Green function `Y` of the coupled layer, `(A - B X
C) Y = 1`, has norm at most `2s` when `X` has norm at most `2s`. -/
theorem norm_green_le {A : Rˣ} {B C X Y : R} {s : ℝ} (hA : ‖(↑A⁻¹ : R)‖ ≤ s)
    (hq : 4 * s ^ 2 * ‖B‖ * ‖C‖ < 1) (hX : ‖X‖ ≤ 2 * s)
    (hY : ((A : R) - B * X * C) * Y = 1) : ‖Y‖ ≤ 2 * s := by
  -- Dyson equation for the coupled layer
  have hD : Y = (↑A⁻¹ : R) + (↑A⁻¹ : R) * (B * X * C) * Y := by
    have h := congrArg (fun Z => (↑A⁻¹ : R) * Z) hY
    simp only [mul_one, sub_mul, mul_sub, Units.inv_mul_cancel_left] at h
    rw [mul_assoc (↑A⁻¹ : R)]
    exact sub_eq_iff_eq_add.mp h
  have ht := norm_selfEnergy_le hA hq hX
  have h1 : ‖Y‖ ≤ ‖(↑A⁻¹ : R)‖ + ‖(↑A⁻¹ : R) * (B * X * C) * Y‖ :=
    (congrArg norm hD).le.trans (norm_add_le _ _)
  have h2 : ‖(↑A⁻¹ : R) * (B * X * C) * Y‖ ≤ 1 / 2 * ‖Y‖ :=
    (norm_mul_le _ _).trans (mul_le_mul_of_nonneg_right ht (norm_nonneg _))
  linarith
```

## (c) Two different surfaces below the same layer

Let Y₁(A − BX₁C) = 1 and (A − BX₂C)Y₂ = 1. Show that

Y₁ − Y₂ = Y₁B(X₁ − X₂)C Y₂

**Solution.** Insert each identity next to the other Green function:

Y₁ − Y₂ = Y₁(A − BX₂C)Y₂ − Y₁(A − BX₁C)Y₂

The terms with A cancel, and the rest is the right-hand side. This is pure algebra, valid in any ring, and `noncomm_ring` does the cancellation without commuting factors.

```lean
/-- Resolvent identity: the Green functions of a layer coupled to two different surfaces differ by
`Y₁ B (X₁ - X₂) C Y₂`. -/
theorem resolvent_identity {S : Type*} [Ring S] {A B C X₁ X₂ Y₁ Y₂ : S}
    (h₁ : Y₁ * (A - B * X₁ * C) = 1) (h₂ : (A - B * X₂ * C) * Y₂ = 1) :
    Y₁ - Y₂ = Y₁ * (B * (X₁ - X₂) * C) * Y₂ := by
  calc Y₁ - Y₂ = Y₁ * ((A - B * X₂ * C) * Y₂) - Y₁ * (A - B * X₁ * C) * Y₂ := by
        rw [h₂, h₁, mul_one, one_mul]
    _ = Y₁ * (B * (X₁ - X₂) * C) * Y₂ := by noncomm_ring
```

## (d) Contraction and the unique solution

Let R be complete and set q = 4s²‖B‖‖C‖. Show that for ‖X‖, ‖Y‖ ≤ 2s the element A − BXC is invertible and

‖F(X)‖ ≤ 2s
‖F(X) − F(Y)‖ ≤ q‖X − Y‖

and that exactly one G satisfies ‖G‖ ≤ 2s and F(G) = G.

**Solution.** Factor

A − BXC = A(1 − A⁻¹BXC)

By (a) the Neumann series inverts the second factor (`hunit`). Part (b) with Y = F(X) keeps F(X) in the ball (`hmaps`). Part (c) gives (`hcontr`)

‖F(X) − F(Y)‖ ≤ 2s · ‖B‖‖X − Y‖‖C‖ · 2s = q‖X − Y‖

The closed ball is complete and contains 0, and q < 1, so the contraction principle gives a fixed point. In Lean, `f` is F restricted to the ball, and `ContractingWith` states the hypothesis of that principle. If G and H are both fixed points in the ball, then (1 − q)‖G − H‖ ≤ 0, so G = H (`huniq`).

Solutions outside the ball are not excluded. Starting from X = 0, each update adds one layer to a finite stack; that the surface Green functions of these stacks converge to G follows from the contraction estimate, though the theorem does not state it.

```lean
/-- If `‖A⁻¹‖ ≤ s` and `4 s² ‖B‖ ‖C‖ < 1`, then for `X` in the closed ball of radius `2s` the
element `A - B X C` is invertible, the surface map stays in the ball and contracts distances by the
factor `4 s² ‖B‖ ‖C‖`, and exactly one surface Green function lies in the ball. -/
theorem surface_green_function [CompleteSpace R] {A : Rˣ} {B C : R} {s : ℝ}
    (hA : ‖(↑A⁻¹ : R)‖ ≤ s) (hq : 4 * s ^ 2 * ‖B‖ * ‖C‖ < 1) :
    (∀ X : R, ‖X‖ ≤ 2 * s → IsUnit ((A : R) - B * X * C)) ∧
    (∀ X : R, ‖X‖ ≤ 2 * s → ‖surfaceMap (A : R) B C X‖ ≤ 2 * s) ∧
    (∀ X Y : R, ‖X‖ ≤ 2 * s → ‖Y‖ ≤ 2 * s →
      ‖surfaceMap (A : R) B C X - surfaceMap (A : R) B C Y‖
        ≤ 4 * s ^ 2 * ‖B‖ * ‖C‖ * ‖X - Y‖) ∧
    ∃! G : R, ‖G‖ ≤ 2 * s ∧ surfaceMap (A : R) B C G = G := by
  have hs : 0 ≤ s := (norm_nonneg _).trans hA
  have hunit : ∀ X : R, ‖X‖ ≤ 2 * s → IsUnit ((A : R) - B * X * C) := by
    intro X hX
    have ht : ‖(↑A⁻¹ : R) * (B * X * C)‖ < 1 :=
      (norm_selfEnergy_le hA hq hX).trans_lt (by norm_num)
    have hfac : (A : R) - B * X * C = A * (1 - (↑A⁻¹ : R) * (B * X * C)) := by
      rw [mul_sub, mul_one, Units.mul_inv_cancel_left]
    rw [hfac]
    exact A.isUnit.mul ⟨Units.oneSub _ ht, rfl⟩
  have hmaps : ∀ X : R, ‖X‖ ≤ 2 * s → ‖surfaceMap (A : R) B C X‖ ≤ 2 * s := fun X hX =>
    norm_green_le hA hq hX (Ring.mul_inverse_cancel _ (hunit X hX))
  have hcontr : ∀ X Y : R, ‖X‖ ≤ 2 * s → ‖Y‖ ≤ 2 * s →
      ‖surfaceMap (A : R) B C X - surfaceMap (A : R) B C Y‖
        ≤ 4 * s ^ 2 * ‖B‖ * ‖C‖ * ‖X - Y‖ := by
    intro X Y hX hY
    have hid : surfaceMap (A : R) B C X - surfaceMap (A : R) B C Y =
        surfaceMap (A : R) B C X * (B * (X - Y) * C) * surfaceMap (A : R) B C Y :=
      resolvent_identity (Ring.inverse_mul_cancel _ (hunit X hX))
        (Ring.mul_inverse_cancel _ (hunit Y hY))
    have h1 : ‖B * (X - Y) * C‖ ≤ ‖B‖ * ‖X - Y‖ * ‖C‖ :=
      (norm_mul_le _ _).trans (mul_le_mul_of_nonneg_right (norm_mul_le _ _) (norm_nonneg _))
    have h2 : ‖surfaceMap (A : R) B C X * (B * (X - Y) * C)‖
        ≤ 2 * s * (‖B‖ * ‖X - Y‖ * ‖C‖) :=
      (norm_mul_le _ _).trans (mul_le_mul (hmaps X hX) h1 (norm_nonneg _) (by positivity))
    rw [hid]
    calc _ ≤ _ := norm_mul_le _ _
      _ ≤ 2 * s * (‖B‖ * ‖X - Y‖ * ‖C‖) * (2 * s) :=
          mul_le_mul h2 (hmaps Y hY) (norm_nonneg _) (by positivity)
      _ = 4 * s ^ 2 * ‖B‖ * ‖C‖ * ‖X - Y‖ := by ring
  refine ⟨hunit, hmaps, hcontr, ?_⟩
  -- contraction principle on the closed ball, a complete space
  have hq0 : 0 ≤ 4 * s ^ 2 * ‖B‖ * ‖C‖ := by positivity
  have : CompleteSpace (Metric.closedBall (0 : R) (2 * s)) :=
    Metric.isClosed_closedBall.completeSpace_coe
  have : Nonempty (Metric.closedBall (0 : R) (2 * s)) :=
    ⟨⟨0, Metric.mem_closedBall_self (by positivity)⟩⟩
  let f : Metric.closedBall (0 : R) (2 * s) → Metric.closedBall (0 : R) (2 * s) := fun X =>
    ⟨surfaceMap (A : R) B C X,
      mem_closedBall_zero_iff.mpr (hmaps X (mem_closedBall_zero_iff.mp X.2))⟩
  have hf : ContractingWith ⟨4 * s ^ 2 * ‖B‖ * ‖C‖, hq0⟩ f := by
    refine ⟨NNReal.coe_lt_coe.mp (by rw [NNReal.coe_one]; exact hq),
      LipschitzWith.of_dist_le_mul fun X Y => ?_⟩
    rw [Subtype.dist_eq, Subtype.dist_eq, dist_eq_norm, dist_eq_norm]
    exact hcontr X Y (mem_closedBall_zero_iff.mp X.2) (mem_closedBall_zero_iff.mp Y.2)
  obtain ⟨p, hp⟩ : ∃ p, f p = p := ⟨_, hf.fixedPoint_isFixedPt⟩
  have hpball : ‖p.val‖ ≤ 2 * s := mem_closedBall_zero_iff.mp p.2
  have hpfix : surfaceMap (A : R) B C p.val = p.val := by
    have h := congrArg Subtype.val hp
    exact h
  refine ⟨p.val, ⟨hpball, hpfix⟩, ?_⟩
  -- two fixed points in the ball have distance zero
  have huniq : ∀ G H : R, ‖G‖ ≤ 2 * s → surfaceMap (A : R) B C G = G →
      ‖H‖ ≤ 2 * s → surfaceMap (A : R) B C H = H → G = H := by
    intro G H hG hG' hH hH'
    have h := hcontr G H hG hH
    rw [hG', hH'] at h
    have h0 : ‖G - H‖ ≤ 0 := by
      by_contra hn
      nlinarith [mul_pos (sub_pos.mpr hq) (not_le.mp hn)]
    exact sub_eq_zero.mp (norm_eq_zero.mp (le_antisymm h0 (norm_nonneg _)))
  rintro G ⟨hG, hG'⟩
  exact huniq _ _ hG hG' hpball hpfix
```

For a non-interacting layered model with such weak hopping, this justifies computing the surface Green function by fixed-point iteration. Real energies inside the band of a simple chain, at which it conducts, violate the condition.

## (e) Self-adjoint layers

Let R also carry an adjoint * that preserves the norm. Let A* = A, C = B*, ‖A⁻¹‖ ≤ s and 4s²‖B‖² < 1, as for a Hermitian Hamiltonian at a suitable real energy. Show that the solution G in the ball satisfies

G* = G

**Solution.** Take the adjoint of the fixed-point equation:

G* = (A − B G* B*)⁻¹

So G* is also a solution (`hadj`), with the same norm as G. By the uniqueness in (d), they agree.

```lean
/-- For a self-adjoint layer term `A` with `‖A⁻¹‖ ≤ s` and mutually adjoint hoppings `B` and `B*`
with `4 s² ‖B‖² < 1`, a surface Green function in the closed ball of radius `2s` is self-adjoint. -/
theorem surface_green_selfAdjoint [CompleteSpace R] [StarRing R] [NormedStarGroup R]
    {A : Rˣ} {B G : R} {s : ℝ} (hA : ‖(↑A⁻¹ : R)‖ ≤ s) (hq : 4 * s ^ 2 * ‖B‖ ^ 2 < 1)
    (hstar : star (A : R) = A) (hG : ‖G‖ ≤ 2 * s)
    (hfix : surfaceMap (A : R) B (star B) G = G) : star G = G := by
  have hq' : 4 * s ^ 2 * ‖B‖ * ‖star B‖ < 1 := by
    rw [norm_star]
    nlinarith [hq]
  -- the adjoint of a solution is again a solution
  have hadj : surfaceMap (A : R) B (star B) (star G) = star G := by
    have h : (A : R) - B * star G * star B = star ((A : R) - B * G * star B) := by
      simp only [star_sub, star_mul, star_star, hstar, mul_assoc]
    calc surfaceMap (A : R) B (star B) (star G)
        = star (surfaceMap (A : R) B (star B) G) := by
          unfold surfaceMap
          rw [h, Ring.inverse_star]
      _ = star G := by rw [hfix]
  exact (surface_green_function hA hq').2.2.2.unique ⟨by rw [norm_star]; exact hG, hadj⟩
    ⟨hG, hfix⟩
```

## (f) The scalar chain in closed form

Let A = a > 0 and B = C = t be real with 4t² ≤ a², and put r = √(a² − 4t²). Show that x = 2/(a + r) satisfies

|x| ≤ 2/a and F(x) = x

**Solution.** Since r ≥ 0, we have 0 < x ≤ 2/a. From t² = (a − r)(a + r)/4,

a − t²x = a − (a − r)/2 = (a + r)/2

and the inverse of this is x. Lean replaces the square root by `r`, keeping only its square and its sign, and `hD` is the displayed equation.

For a = 5 and t = 2, r = 3 and x = 1/4; indeed 1/(5 − 4 · 1/4) = 1/4. With s = 1/5 the ball has radius 0.4 and q = 0.64. Iteration from 0 gives 0.2, 0.238, 0.247, and so on. The other root of 4x² − 5x + 1 = 0 is x = 1, outside the ball.

```lean
/-- For a scalar chain with `a > 0` and `4t² ≤ a²`, the number `2 / (a + √(a² - 4t²))` is a surface
Green function of absolute value at most `2 / a`. -/
theorem scalar_chain_solution {a t : ℝ} (ha : 0 < a) (h : 4 * t ^ 2 ≤ a ^ 2) :
    |2 / (a + √(a ^ 2 - 4 * t ^ 2))| ≤ 2 / a ∧
    surfaceMap a t t (2 / (a + √(a ^ 2 - 4 * t ^ 2))) = 2 / (a + √(a ^ 2 - 4 * t ^ 2)) := by
  have hr : √(a ^ 2 - 4 * t ^ 2) ^ 2 = a ^ 2 - 4 * t ^ 2 := Real.sq_sqrt (by linarith)
  have hr0 : 0 ≤ √(a ^ 2 - 4 * t ^ 2) := Real.sqrt_nonneg _
  generalize √(a ^ 2 - 4 * t ^ 2) = r at hr hr0 ⊢
  have hp : 0 < a + r := by linarith
  constructor
  · rw [abs_of_nonneg (by positivity)]
    exact div_le_div_of_nonneg_left (by norm_num) ha (by linarith)
  · have hD : a - t * (2 / (a + r)) * t = (a + r) / 2 := by
      have hne : a + r ≠ 0 := hp.ne'
      field_simp
      nlinarith [hr]
    unfold surfaceMap
    rw [hD, Ring.inverse_eq_inv, inv_div]
```

## (g) Hopping beyond the threshold

Let a ≠ 0 and a² < 4t². Show that for every real x

F(x) ≠ x

**Solution.** Suppose F(x) = x. If a − t²x = 0, Lean's convention that the inverse of 0 is 0 gives x = 0 and then a = 0, a contradiction. Otherwise t²x² − ax + 1 = 0, so x ≠ 0. Multiply by 4 and complete the square:

(ax − 2)² + (4t² − a²)x² = 0

The first term is non-negative and the second is positive, which is impossible. Lean names the positive term `h2`, and `nlinarith` combines it with the square.

Over the real numbers the constant 4 in (d) is therefore sharp for existence: for a = s = 1 and any positive c < 4, some t has ct² < 1 < 4t², and no real solution exists. Over the complex numbers there are then two solutions, a conjugate pair with |x| = 1/|t| < 2. Both lie in the ball of radius 2s = 2, so there it is uniqueness that fails.

```lean
/-- For a scalar chain with `a ≠ 0` and `a² < 4t²`, the surface map has no real fixed point. -/
theorem scalar_chain_no_solution {a t : ℝ} (ha : a ≠ 0) (h : a ^ 2 < 4 * t ^ 2) (x : ℝ) :
    surfaceMap a t t x ≠ x := by
  intro hx
  unfold surfaceMap at hx
  rw [Ring.inverse_eq_inv] at hx
  by_cases hD : a - t * x * t = 0
  · rw [hD, inv_zero] at hx
    apply ha
    rw [← hx] at hD
    linarith
  · have h1 : x * (a - t * x * t) = 1 := by
      calc x * (a - t * x * t) = (a - t * x * t)⁻¹ * (a - t * x * t) := by rw [hx]
        _ = 1 := inv_mul_cancel₀ hD
    have hx0 : x ≠ 0 := by
      rintro rfl
      simp at h1
    -- the quadratic equation for `x` has negative discriminant
    have h2 : 0 < (4 * t ^ 2 - a ^ 2) * x ^ 2 := mul_pos (by linarith) (by positivity)
    nlinarith [sq_nonneg (a * x - 2)]

end

end SurfaceGreenFunction
```

```lean
#print axioms SurfaceGreenFunction.surface_green_function
#print axioms SurfaceGreenFunction.surface_green_selfAdjoint
#print axioms SurfaceGreenFunction.scalar_chain_solution
#print axioms SurfaceGreenFunction.scalar_chain_no_solution
```

```
'SurfaceGreenFunction.surface_green_function' depends on axioms: [propext, Classical.choice, Quot.sound]
'SurfaceGreenFunction.surface_green_selfAdjoint' depends on axioms: [propext, Classical.choice, Quot.sound]
'SurfaceGreenFunction.scalar_chain_solution' depends on axioms: [propext, Classical.choice, Quot.sound]
'SurfaceGreenFunction.scalar_chain_no_solution' depends on axioms: [propext, Classical.choice, Quot.sound]
```
